# The Largest-Trace SU(2) Matrix Between Two Non-Opposite Spin Directions

**Q:** You want the shortest rotation taking a spin direction $n$ to a direction $m$, but your statement has no angle in it. It compares traces of $2\times2$ matrices. Why is that the same question?

**A:** A rotation by $\theta\in[0,2\pi]$ about a unit axis $e$ acts on a spin one-half as $\cos(\theta/2)\,I-i\sin(\theta/2)\,e\cdot\sigma$, with trace $2\cos(\theta/2)$. This decreases as $\theta$ grows, so the largest trace means the smallest angle. It also settles a sign: $U$ and $-U$ rotate the spin direction identically, and the trace prefers the one nearer the identity. The angle is our reading; the theorem speaks only of traces.

The file works with real vectors `Fin 3 → ℝ`, whose components $0,1,2$ are $x,y,z$, and with complex $2\times2$ matrices.

```lean
import Mathlib

open Matrix Complex

namespace ShortestSpinAlignment

noncomputable section
```

The spin component $a\cdot\sigma$ is written out entry by entry, which fixes the usual Pauli convention with $\sigma_z$ diagonal. There is no factor $\hbar/2$. In the code, `I` is the imaginary unit and `1` the identity matrix; the formulas and the docstrings write these as $i$ and $I$. The symbols `⬝ᵥ` and `⨯₃` are the dot and cross products.

```lean
/-- The spin component `a·σ` along a real vector `a`, written in the basis where `σ_z` is diagonal. -/
def pauliDot (a : Fin 3 → ℝ) : Matrix (Fin 2) (Fin 2) ℂ :=
  !![(a 2 : ℂ), (a 0 : ℂ) - I * (a 1 : ℂ); (a 0 : ℂ) + I * (a 1 : ℂ), -(a 2 : ℂ)]
```

A general rotation candidate has a real scalar part $w$ and a real vector part $u$. In the angle language, $w=\cos(\theta/2)$ and $u=\sin(\theta/2)\,e$.

```lean
/-- The matrix `w I - i u·σ` with real scalar part `w` and real vector part `u`. -/
def spinor (w : ℝ) (u : Fin 3 → ℝ) : Matrix (Fin 2) (Fin 2) ℂ :=
  (w : ℂ) • 1 - I • pauliDot u
```

With $c=n\cdot m$, the proposed answer is
$$V=\frac{(1+c)I-i(n\times m)\cdot\sigma}{\sqrt{2(1+c)}}.$$

```lean
/-- The alignment matrix `((1 + n·m) I - i (n × m)·σ) / √(2 (1 + n·m))`. -/
def alignment (n m : Fin 3 → ℝ) : Matrix (Fin 2) (Fin 2) ℂ :=
  (((Real.sqrt (2 * (1 + n ⬝ᵥ m)))⁻¹ : ℝ) : ℂ) •
    (((1 + n ⬝ᵥ m : ℝ) : ℂ) • 1 - I • pauliDot (n ⨯₃ m))
```

**Q:** Your candidates have four real parameters. How do I know that no SU(2) matrix is missing?

**A:** Start with the entries and the trace. The Pauli matrices are traceless, so $\operatorname{tr}(wI-iu\cdot\sigma)=2w$.

```lean
/-- The four entries of `w I - i u·σ`. -/
theorem spinor_eq (w : ℝ) (u : Fin 3 → ℝ) :
    spinor w u = !![(w : ℂ) - I * (u 2 : ℂ), -I * (u 0 : ℂ) - (u 1 : ℂ);
      -I * (u 0 : ℂ) + (u 1 : ℂ), (w : ℂ) + I * (u 2 : ℂ)] := by
  apply Matrix.ext
  intro i j
  fin_cases i <;> fin_cases j <;> apply Complex.ext <;> simp [spinor, pauliDot]

/-- The trace of `w I - i u·σ` is `2w`. -/
theorem spinor_trace (w : ℝ) (u : Fin 3 → ℝ) :
    (spinor w u).trace = ((2 * w : ℝ) : ℂ) := by
  rw [spinor_eq, Matrix.trace_fin_two_of]
  push_cast
  ring
```

If $w^2+|u|^2=1$, the matrix is in SU(2), because
$$(wI-iu\cdot\sigma)(wI+iu\cdot\sigma)=(w^2+|u|^2)I=I,$$
and its determinant is also $w^2+|u|^2$. Lean checks this entry by entry, in real and imaginary parts.

```lean
/-- If `w² + |u|² = 1`, then `w I - i u·σ` lies in SU(2). -/
theorem spinor_mem {w : ℝ} {u : Fin 3 → ℝ} (h : w ^ 2 + u ⬝ᵥ u = 1) :
    spinor w u ∈ Matrix.specialUnitaryGroup (Fin 2) ℂ := by
  simp only [dotProduct, Fin.sum_univ_three] at h
  rw [Matrix.mem_specialUnitaryGroup_iff, Matrix.mem_unitaryGroup_iff, spinor_eq]
  constructor
  · apply Matrix.ext
    intro i j
    fin_cases i <;> fin_cases j <;> apply Complex.ext <;>
      simp [Matrix.mul_apply, Fin.sum_univ_two, Matrix.star_apply] <;> linarith
  · rw [Matrix.det_fin_two]
    apply Complex.ext <;> simp <;> linarith
```

Conversely, let $U\in SU(2)$. Since $\det U=1$, its inverse is its adjugate, and unitarity makes that equal to $U^\dagger$. Comparing entries gives $U_{11}=U_{00}^*$ and $U_{01}=-U_{10}^*$. Now set
$$w=\operatorname{Re}U_{00},\quad u=(-\operatorname{Im}U_{10},\ \operatorname{Re}U_{10},\ -\operatorname{Im}U_{00}).$$
The determinant condition becomes $w^2+|u|^2=1$. The proof below follows the same route: `ha` is the adjugate identity, and `a` and `b` are the two entry relations.

```lean
/-- Every SU(2) matrix has the form `w I - i u·σ` with real `w`, `u` and `w² + |u|² = 1`. -/
theorem exists_spinor {U : Matrix (Fin 2) (Fin 2) ℂ}
    (hU : U ∈ Matrix.specialUnitaryGroup (Fin 2) ℂ) :
    ∃ (w : ℝ) (u : Fin 3 → ℝ), w ^ 2 + u ⬝ᵥ u = 1 ∧ U = spinor w u := by
  obtain ⟨h1, hd⟩ := Matrix.mem_specialUnitaryGroup_iff.1 hU
  have h2 : star U * U = 1 := Matrix.mem_unitaryGroup_iff'.1 h1
  -- for a unitary matrix of determinant one the adjoint is the adjugate
  have ha : star U = U.adjugate := by
    calc star U = star U * (U * U.adjugate) := by
          rw [Matrix.mul_adjugate, hd, one_smul, mul_one]
      _ = U.adjugate := by rw [← mul_assoc, h2, one_mul]
  rw [Matrix.adjugate_fin_two] at ha
  have a : star (U 0 0) = U 1 1 := by
    simpa [Matrix.star_apply] using congrFun (congrFun ha 0) 0
  have b : star (U 1 0) = -U 0 1 := by
    simpa [Matrix.star_apply] using congrFun (congrFun ha 0) 1
  have h01 : U 0 1 = -star (U 1 0) := by rw [b, neg_neg]
  rw [Matrix.det_fin_two, ← a, h01] at hd
  have hr := congrArg Complex.re hd
  simp at hr
  refine ⟨(U 0 0).re, ![-(U 1 0).im, (U 1 0).re, -(U 0 0).im], ?_, ?_⟩
  · simp [dotProduct, Fin.sum_univ_three]
    linarith
  · rw [spinor_eq]
    apply Matrix.ext
    intro i j
    fin_cases i <;> fin_cases j <;> apply Complex.ext <;> simp [← a, h01]
```

**Q:** Then where does the alignment condition enter?

**A:** As $U(n\cdot\sigma)U^\dagger=m\cdot\sigma$. For a spin one-half, this says that $U$ sends a spin-up state along $n$ to a spin-up state along $m$, with its phase left free. Multiplying by $U$ on the right gives the equivalent equation $U(n\cdot\sigma)=(m\cdot\sigma)U$. With $(a\cdot\sigma)(b\cdot\sigma)=(a\cdot b)I+i(a\times b)\cdot\sigma$, the two sides are
$$-i(u\cdot n)I+(wn+u\times n)\cdot\sigma$$
and
$$-i(u\cdot m)I+(wm-u\times m)\cdot\sigma.$$
Matching coefficients gives
$$u\cdot n=u\cdot m,\qquad w(m-n)=u\times(n+m).$$

In Lean, `hi` is the equation without the adjoint. The real and imaginary parts of its first column supply the four scalar equations; the reverse direction checks all the entries.

```lean
/-- The SU(2) matrix `w I - i u·σ` carries `n·σ` to `m·σ` exactly when `u·n = u·m` and
`w (m - n) = u × (n + m)`. -/
theorem spinor_rotates_iff {w : ℝ} {u : Fin 3 → ℝ} (h : w ^ 2 + u ⬝ᵥ u = 1)
    (n m : Fin 3 → ℝ) :
    spinor w u * pauliDot n * (spinor w u)ᴴ = pauliDot m ↔
      u ⬝ᵥ n = u ⬝ᵥ m ∧ w • (m - n) = u ⨯₃ (n + m) := by
  have hU := (Matrix.mem_specialUnitaryGroup_iff.1 (spinor_mem h)).1
  have h1 : spinor w u * (spinor w u)ᴴ = 1 := Matrix.mem_unitaryGroup_iff.1 hU
  have h2 : (spinor w u)ᴴ * spinor w u = 1 := Matrix.mem_unitaryGroup_iff'.1 hU
  constructor
  · intro hc
    have hi : spinor w u * pauliDot n = pauliDot m * spinor w u := by
      rw [← hc, mul_assoc (spinor w u * pauliDot n), h2, mul_one]
    rw [spinor_eq] at hi
    -- the first column holds the scalar equation and the three vector components
    have p := congrFun (congrFun hi 0) 0
    have q := congrFun (congrFun hi 1) 0
    have p1 := congrArg Complex.re p
    have p2 := congrArg Complex.im p
    have q1 := congrArg Complex.re q
    have q2 := congrArg Complex.im q
    simp [pauliDot, Matrix.mul_apply, Fin.sum_univ_two] at p1 p2 q1 q2
    constructor
    · simp only [dotProduct, Fin.sum_univ_three]
      linarith
    · funext k
      fin_cases k <;> simp [cross_apply] <;> linarith
  · rintro ⟨hd, hv⟩
    have e0 := congrFun hv 0
    have e1 := congrFun hv 1
    have e2 := congrFun hv 2
    simp [cross_apply] at e0 e1 e2
    simp only [dotProduct, Fin.sum_univ_three] at hd
    have hi : spinor w u * pauliDot n = pauliDot m * spinor w u := by
      rw [spinor_eq]
      apply Matrix.ext
      intro i j
      fin_cases i <;> fin_cases j <;> apply Complex.ext <;>
        simp [pauliDot, Matrix.mul_apply, Fin.sum_univ_two] <;> linarith
    rw [hi, mul_assoc, h1, mul_one]
```

**Q:** That tells me which matrices align the spins. What limits their trace?

**A:** Square the vector equation. For unit vectors, $|m-n|^2=2(1-c)$ and $|n+m|^2=2(1+c)$. Lagrange's identity for the cross product, with $|u|^2=1-w^2$, gives
$$2w^2(1-c)=2(1-w^2)(1+c)-\big(u\cdot(n+m)\big)^2.$$
Collecting the $w^2$ terms leaves
$$(2w)^2+\big(u\cdot(n+m)\big)^2=2(1+c).$$
Hence $2w\le\sqrt{2(1+c)}$. The hypotheses `e0`, `e1` and `e2` are the squared components, and `linear_combination` adds them with the normalisation conditions.

```lean
/-- For unit `n`, `m` and `w² + |u|² = 1`, the relation `w (m - n) = u × (n + m)` implies
`(2w)² + (u·(n + m))² = 2 (1 + n·m)`. -/
theorem trace_identity {w : ℝ} {u n m : Fin 3 → ℝ} (h : w ^ 2 + u ⬝ᵥ u = 1)
    (hn : n ⬝ᵥ n = 1) (hm : m ⬝ᵥ m = 1) (hv : w • (m - n) = u ⨯₃ (n + m)) :
    (2 * w) ^ 2 + (u ⬝ᵥ (n + m)) ^ 2 = 2 * (1 + n ⬝ᵥ m) := by
  have e0 := congrArg (· ^ 2) (congrFun hv 0)
  have e1 := congrArg (· ^ 2) (congrFun hv 1)
  have e2 := congrArg (· ^ 2) (congrFun hv 2)
  simp only [cross_apply, Pi.smul_apply, Pi.sub_apply, Pi.add_apply, smul_eq_mul,
    Matrix.cons_val] at e0 e1 e2
  simp only [dotProduct, Fin.sum_univ_three, Pi.add_apply] at h hn hm ⊢
  -- Lagrange's identity for the squared cross product
  linear_combination e0 + e1 + e2 + (1 - 2 * w ^ 2) * (hn + hm) +
    ((n 0 + m 0) ^ 2 + (n 1 + m 1) ^ 2 + (n 2 + m 2) ^ 2) * h
```

**Q:** Does $V$ reach that bound?

**A:** Write $r=1/\sqrt{2(1+c)}$. Then $V$ has $w=r(1+c)$ and $u=r\,n\times m$, so its trace is $2r(1+c)=\sqrt{2(1+c)}$.

```lean
/-- The alignment matrix as `w I - i u·σ`, with `w` and `u` given explicitly. -/
theorem alignment_eq (n m : Fin 3 → ℝ) :
    alignment n m = spinor ((Real.sqrt (2 * (1 + n ⬝ᵥ m)))⁻¹ * (1 + n ⬝ᵥ m))
      ((Real.sqrt (2 * (1 + n ⬝ᵥ m)))⁻¹ • (n ⨯₃ m)) := by
  have key : ∀ (r w : ℝ) (v : Fin 3 → ℝ),
      (r : ℂ) • spinor w v = spinor (r * w) (r • v) := by
    intro r w v
    rw [spinor_eq, spinor_eq]
    apply Matrix.ext
    intro i j
    fin_cases i <;> fin_cases j <;> apply Complex.ext <;> simp
  exact key _ _ _

/-- The trace of the alignment matrix is `√(2 (1 + n·m))`. -/
theorem alignment_trace (n m : Fin 3 → ℝ) :
    (alignment n m).trace = ((Real.sqrt (2 * (1 + n ⬝ᵥ m)) : ℝ) : ℂ) := by
  have h : 2 * ((Real.sqrt (2 * (1 + n ⬝ᵥ m)))⁻¹ * (1 + n ⬝ᵥ m)) =
      Real.sqrt (2 * (1 + n ⬝ᵥ m)) := by
    calc _ = 2 * (1 + n ⬝ᵥ m) / Real.sqrt (2 * (1 + n ⬝ᵥ m)) := by
          rw [div_eq_mul_inv]; ring
      _ = _ := Real.div_sqrt
  rw [alignment_eq, spinor_trace, h]
```

It is normalised, since $|n\times m|^2=1-c^2$ and
$$w^2+|u|^2=r^2\big[(1+c)^2+1-c^2\big]=2r^2(1+c)=1.$$
It also aligns the spins. Its $u$ is orthogonal to both $n$ and $m$, and
$$(n\times m)\times(n+m)=(m-cn)+(cm-n)=(1+c)(m-n).$$
Multiplying by $r$ gives the required vector equation.

**Q:** Could a different matrix tie with it?

**A:** No. A tie forces $w=r(1+c)$ and $u\cdot(n+m)=0$. Cross $n+m$ from the left into the vector equation. The right side becomes
$$(n+m)\times\big(u\times(n+m)\big)=2(1+c)u,$$
and the left side becomes $w(n+m)\times(m-n)=2w\,n\times m$. So $(1+c)u=w\,n\times m$, and dividing by $1+c>0$ gives $u=r\,n\times m$. That is $V$.

**Q:** Read me the final theorem as a physicist should hear it.

**A:** The hypotheses `hn` and `hm` say that $n$ and $m$ are unit vectors, and `hnm` says that they are not opposite. The conclusion has three parts: $V$ is in SU(2); $V$ carries $n\cdot\sigma$ to $m\cdot\sigma$; and every $U$ in SU(2) that does the same has a real trace no larger than that of $V$, with equality exactly when $U=V$. Lean's trace is a complex number, so the statement first shows that its imaginary part vanishes and then compares real parts. The symbol `ᴴ` is the adjoint.

```lean
/-- For unit `n`, `m` with `n·m ≠ -1`, the alignment matrix lies in SU(2) and carries `n·σ` to
`m·σ`. Every SU(2) matrix doing so has a real trace, at most that of the alignment matrix, with
equality only for the alignment matrix itself. -/
theorem alignment_optimal {n m : Fin 3 → ℝ} (hn : n ⬝ᵥ n = 1) (hm : m ⬝ᵥ m = 1)
    (hnm : n ⬝ᵥ m ≠ -1) :
    alignment n m ∈ Matrix.specialUnitaryGroup (Fin 2) ℂ ∧
    alignment n m * pauliDot n * (alignment n m)ᴴ = pauliDot m ∧
    ∀ U ∈ Matrix.specialUnitaryGroup (Fin 2) ℂ, U * pauliDot n * Uᴴ = pauliDot m →
      U.trace.im = 0 ∧ U.trace.re ≤ (alignment n m).trace.re ∧
      (U.trace.re = (alignment n m).trace.re ↔ U = alignment n m) := by
  have hn' := hn
  have hm' := hm
  simp only [dotProduct, Fin.sum_univ_three] at hn' hm'
  have hpos : 0 < 1 + n ⬝ᵥ m := by
    have h0 : -1 ≤ n ⬝ᵥ m := by
      simp only [dotProduct, Fin.sum_univ_three]
      nlinarith [sq_nonneg (n 0 + m 0), sq_nonneg (n 1 + m 1), sq_nonneg (n 2 + m 2)]
    have h1 := lt_of_le_of_ne h0 (Ne.symm hnm)
    linarith
  have hx : 0 < 2 * (1 + n ⬝ᵥ m) := by linarith
  have htr := alignment_trace n m
  have hV := alignment_eq n m
  have hr : (Real.sqrt (2 * (1 + n ⬝ᵥ m)))⁻¹ ^ 2 * (2 * (1 + n ⬝ᵥ m)) = 1 := by
    rw [inv_pow, Real.sq_sqrt hx.le, inv_mul_cancel₀ hx.ne']
  generalize (Real.sqrt (2 * (1 + n ⬝ᵥ m)))⁻¹ = r at hV hr
  have hL : (n ⨯₃ m) ⬝ᵥ (n ⨯₃ m) = 1 - (n ⬝ᵥ m) ^ 2 := by
    rw [cross_dot_cross, hn, hm, dotProduct_comm m n]
    ring
  have hN : (r * (1 + n ⬝ᵥ m)) ^ 2 + (r • (n ⨯₃ m)) ⬝ᵥ (r • (n ⨯₃ m)) = 1 := by
    simp only [smul_dotProduct, dotProduct_smul, hL, smul_eq_mul]
    linear_combination hr
  refine ⟨hV ▸ spinor_mem hN, ?_, ?_⟩
  · rw [hV, spinor_rotates_iff hN]
    constructor
    · simp [dotProduct, Fin.sum_univ_three, cross_apply]
      ring
    · funext k
      fin_cases k <;> simp [dotProduct, Fin.sum_univ_three, cross_apply]
      · linear_combination r * (n 0 * hm' - m 0 * hn')
      · linear_combination r * (n 1 * hm' - m 1 * hn')
      · linear_combination r * (n 2 * hm' - m 2 * hn')
  · intro U hU hrot
    obtain ⟨w, u, hu, rfl⟩ := exists_spinor hU
    obtain ⟨-, hv⟩ := (spinor_rotates_iff hu n m).1 hrot
    have hid := trace_identity hu hn hm hv
    refine ⟨by rw [spinor_trace, Complex.ofReal_im], ?_, ?_, fun h => by rw [h]⟩
    · rw [spinor_trace, htr, Complex.ofReal_re, Complex.ofReal_re]
      exact (le_abs_self _).trans
        (Real.abs_le_sqrt (by nlinarith [sq_nonneg (u ⬝ᵥ (n + m))]))
    · intro he
      have hw : w = r * (1 + n ⬝ᵥ m) := by
        rw [hV, spinor_trace, spinor_trace, Complex.ofReal_re, Complex.ofReal_re] at he
        linarith
      -- equality of the traces forces u · (n + m) = 0
      have hp : u ⬝ᵥ (n + m) = 0 := by
        have h4 : (2 * w) ^ 2 = 2 * (1 + n ⬝ᵥ m) := by
          rw [hw]
          linear_combination (2 * (1 + n ⬝ᵥ m)) * hr
        exact pow_eq_zero_iff (two_ne_zero) |>.1 (by linarith)
      have e0 := congrFun hv 0
      have e1 := congrFun hv 1
      have e2 := congrFun hv 2
      simp only [cross_apply, Pi.smul_apply, Pi.sub_apply, Pi.add_apply, smul_eq_mul,
        Matrix.cons_val] at e0 e1 e2
      simp only [dotProduct, Fin.sum_univ_three, Pi.add_apply] at hp
      have key : (1 + n ⬝ᵥ m) • u = w • (n ⨯₃ m) := by
        funext k
        fin_cases k <;> simp [dotProduct, Fin.sum_univ_three, cross_apply]
        · linear_combination (-(n 1 + m 1) * e2 + (n 2 + m 2) * e1 + (n 0 + m 0) * hp
            - u 0 * (hn' + hm')) / 2
        · linear_combination (-(n 2 + m 2) * e0 + (n 0 + m 0) * e2 + (n 1 + m 1) * hp
            - u 1 * (hn' + hm')) / 2
        · linear_combination (-(n 0 + m 0) * e1 + (n 1 + m 1) * e0 + (n 2 + m 2) * hp
            - u 2 * (hn' + hm')) / 2
      have hs : (1 + n ⬝ᵥ m) • u = (1 + n ⬝ᵥ m) • (r • (n ⨯₃ m)) := by
        rw [key, hw, smul_smul, mul_comm r]
      have hu' : u = r • (n ⨯₃ m) := smul_right_injective _ hpos.ne' hs
      rw [hV, hw, hu']
```

The proof first obtains $1+c>0$ from $|n+m|^2\ge0$ and `hnm`. In the formula for $V$ it then replaces the inverse square root by a number $r$, keeping only the relation `hr`, $r^2\cdot2(1+c)=1$; the trace bound still uses the square root itself, through `htr`. `hN` is the normalisation of $V$. For a competing $U$, `exists_spinor` supplies $w$ and $u$, `trace_identity` gives the bound, and `hp` and `key` are the two steps of the tie argument.

**Q:** What if $n=m$? The cross product vanishes, so there is no axis.

**A:** None is needed: the formula gives $V=I$.

**Q:** And $m=-n$? You excluded it.

**A:** There the identity reads $(2w)^2=0$, because $n+m=0$ and $1+c=0$. Every aligning SU(2) matrix therefore has trace zero, and the trace has nothing to choose between. Physically these are the half-turns about any axis perpendicular to $n$.

```lean
/-- Every SU(2) matrix that reverses a unit spin direction `n` has trace zero. -/
theorem antipodal_trace_zero {n : Fin 3 → ℝ} (hn : n ⬝ᵥ n = 1)
    {U : Matrix (Fin 2) (Fin 2) ℂ} (hU : U ∈ Matrix.specialUnitaryGroup (Fin 2) ℂ)
    (hrot : U * pauliDot n * Uᴴ = pauliDot (-n)) : U.trace = 0 := by
  obtain ⟨w, u, hu, rfl⟩ := exists_spinor hU
  obtain ⟨-, hv⟩ := (spinor_rotates_iff hu n (-n)).1 hrot
  have hid := trace_identity hu hn (by rw [neg_dotProduct_neg, hn]) hv
  rw [dotProduct_neg, hn] at hid
  have hw : 2 * w = 0 := by
    have h0 : (2 * w) ^ 2 = 0 := by
      nlinarith [sq_nonneg (2 * w), sq_nonneg (u ⬝ᵥ (n + -n))]
    exact pow_eq_zero_iff (two_ne_zero) |>.1 h0
  rw [spinor_trace, hw, Complex.ofReal_zero]

end

end ShortestSpinAlignment
```

**Q:** Where would I meet $V$ in an actual calculation?

**A:** It is one possible choice when a two-component spinor is moved from one local spin axis to another, as in a noncollinear magnetic calculation. Other aligning matrices differ from it by a rotation about the spin axis, and a given code may use one of those. The theorem covers the rotation of a single spin one-half, not the Hamiltonian or the self-consistency around it. In code, compute $c$ and $n\times m$, form the four numbers $(1+c,\ n\times m)$, and divide them by their Euclidean length. No angle or trigonometric function is required.

For $n=\hat z$ and $m$ at polar angles $\theta<\pi$ and $\varphi$, this gives
$$V=\begin{pmatrix}\cos\frac\theta2&-e^{-i\varphi}\sin\frac\theta2\\ e^{i\varphi}\sin\frac\theta2&\cos\frac\theta2\end{pmatrix},$$
whose first column is the familiar spin-up state along $m$.

Near $m=-n$ all four numbers are small, and rounding errors in them can spoil the direction of the axis. At exact opposition all four vanish and the division is undefined; a program can then pick any unit $u$ perpendicular to $n$ and use $-iu\cdot\sigma$. The theorem concerns exact real vectors and gives no error estimate for that region.

```lean
#print axioms ShortestSpinAlignment.alignment_optimal
#print axioms ShortestSpinAlignment.antipodal_trace_zero
```

```
'ShortestSpinAlignment.alignment_optimal' depends on axioms: [propext, Classical.choice, Quot.sound]
'ShortestSpinAlignment.antipodal_trace_zero' depends on axioms: [propext, Classical.choice, Quot.sound]
```
